# For an Sz eigenstate with eigenvalue M, ⟨S²⟩ is at least |M|(|M| + 1)

Let S₊ be a finite complex matrix, S₋ its adjoint, and Sz a Hermitian matrix with [S₊, S₋] = 2Sz, in units where ħ = 1. Define S² = S₋S₊ + Sz² + Sz, and let ψ be a unit vector with Sz ψ = Mψ. I know the claim that

⟨ψ, S²ψ⟩ ≥ |M|(|M| + 1),

with equality for M ≥ 0 exactly when S₊ψ = 0. It is usually read off from the list of spin multiplets. Can it be derived from the commutator alone, rigorously and with a machine-checked proof? And what happens if ψ is not an eigenvector of Sz?

## Two expressions for the same expectation value

The commutator is enough, and the bound survives for a general unit vector if M is replaced by the mean of Sz. Write ⟨A⟩ = ⟨ψ, Aψ⟩, m = ⟨Sz⟩, and ‖v‖² for the sum of the squared moduli of the components of v.

Hermiticity of Sz need not be assumed. Both S₊S₋ and S₋S₊ are Hermitian, so half their difference, which is Sz, is Hermitian too. Hence m is real.

Since S₋ is the adjoint of S₊,

⟨S₋S₊⟩ = ‖S₊ψ‖² and ⟨S₊S₋⟩ = ‖S₋ψ‖².

For the square of Sz, expand the deviation from the mean, using ‖ψ‖ = 1:

‖(Sz − m)ψ‖² = ⟨Sz²⟩ − 2m⟨Sz⟩ + m² = ⟨Sz²⟩ − m².

Write V = ‖(Sz − m)ψ‖² for this variance, so that ⟨Sz²⟩ = m² + V. The definition of S² then gives

⟨S²⟩ = ‖S₊ψ‖² + V + m(m + 1).

The commutator says S₋S₊ = S₊S₋ − 2Sz, so S² = S₊S₋ + Sz² − Sz as well, and

⟨S²⟩ = ‖S₋ψ‖² + V + m(m − 1).

If m ≥ 0, drop the two nonnegative terms in the first expression; m(m + 1) is |m|(|m| + 1). If m ≤ 0, do the same in the second, where m(m − 1) = |m|(|m| + 1). This proves the bound for every unit vector.

Now let Sz ψ = Mψ. Then m = M and V = 0. For M ≥ 0 the excess over the bound is exactly ‖S₊ψ‖², which vanishes only if S₊ψ = 0. For M ≤ 0 the excess is ‖S₋ψ‖², and equality means S₋ψ = 0.

For a general unit vector with m ≥ 0, the excess is ‖S₊ψ‖² + V. Equality therefore forces both S₊ψ = 0 and Sz ψ = mψ, and these two relations give

S²ψ = S₋(S₊ψ) + Sz²ψ + Sz ψ = m(m + 1)ψ.

The sign of M is where the derivation can go wrong. The first expression, used for M < 0, yields only M(M + 1) = |M|(|M| − 1), which is true but too weak. The equality condition has to change to S₋ψ = 0 along with it.

## What the Lean theorems say about spin

In the file, `P` is S₊, `Pᴴ` is S₋ and `Z` is Sz. The finite type `n` labels basis states, and a state is a function `n → ℂ`. The hypothesis `h` is the relation [S₊, S₋] = 2Sz, the one piece of angular momentum algebra that is postulated: it ties the two orders of raising and lowering to the spin projection. `spinSq P Z` is S².

The number `expect A ψ` is the real part of ⟨ψ, Aψ⟩, which is the full expectation value for the Hermitian operators used here. Normalisation is `sqNorm ψ = 1`, with `sqNorm` written out as a sum of squared moduli. Mathlib's default norm on `n → ℂ` is the largest modulus of a component, so a hypothesis `‖ψ‖ = 1` would not in general have expressed the normalisation that these expectation values require.

The theorem `spin_bound` answers the original question: its three parts are the inequality, the equality condition for M ≥ 0 and the one for M ≤ 0. `spin_bound_of_mean` is the version for an arbitrary unit vector. `saturation_iff` and `spin_pure_of_saturation` treat equality in that version for a nonnegative mean.

The relations [Sz, S±] = ±S± are not assumed, and M is any real eigenvalue, not necessarily an integer or half-integer. The results cover genuine spin matrices but do not derive the multiplet structure. They concern finite matrices and state vectors, not infinite-dimensional spaces or mixed states.

```lean
import Mathlib

open Matrix

namespace SpinExpectationBound

noncomputable section

variable {n : Type*} [Fintype n] [DecidableEq n]

/-- The squared norm of a state vector. -/
def sqNorm {n : Type*} [Fintype n] (v : n → ℂ) : ℝ := ∑ i, Complex.normSq (v i)

/-- The real part of `⟨ψ, A ψ⟩`, the expectation value of a Hermitian `A`. -/
def expect {n : Type*} [Fintype n] (A : Matrix n n ℂ) (ψ : n → ℂ) : ℝ :=
  (star ψ ⬝ᵥ (A *ᵥ ψ)).re

/-- The total spin operator `S² = S₋ S₊ + Sz² + Sz`, with `P = S₊` and `Z = Sz`. -/
def spinSq {n : Type*} [Fintype n] (P Z : Matrix n n ℂ) : Matrix n n ℂ :=
  Pᴴ * P + Z * Z + Z

/-- The squared norm is nonnegative and vanishes only for the zero vector. -/
theorem sqNorm_definite {n : Type*} [Fintype n] (v : n → ℂ) :
    0 ≤ sqNorm v ∧ (sqNorm v = 0 ↔ v = 0) := by
  refine ⟨Finset.sum_nonneg fun i _ => Complex.normSq_nonneg _, ?_⟩
  unfold sqNorm
  rw [Finset.sum_eq_zero_iff_of_nonneg (fun i _ => Complex.normSq_nonneg _)]
  constructor
  · intro h
    funext i
    exact Complex.normSq_eq_zero.mp (h i (Finset.mem_univ i))
  · intro h i _
    rw [h]
    simp

/-- The expectation value of `A† A` is the squared norm of `A ψ`. -/
theorem expect_adjoint_mul {n : Type*} [Fintype n] (A : Matrix n n ℂ) (ψ : n → ℂ) :
    expect (Aᴴ * A) ψ = sqNorm (A *ᵥ ψ) := by
  unfold expect
  rw [← Matrix.mulVec_mulVec, Matrix.dotProduct_mulVec, ← Matrix.star_mulVec]
  generalize A *ᵥ ψ = v
  unfold sqNorm dotProduct
  rw [Complex.re_sum]
  refine Finset.sum_congr rfl fun i _ => ?_
  simp [Complex.mul_re, Complex.normSq_apply]

/-- The relation `[S₊, S₋] = 2 Sz` with `S₋ = S₊†` makes `Sz` Hermitian. -/
theorem sz_hermitian {n : Type*} [Fintype n] {P Z : Matrix n n ℂ}
    (h : P * Pᴴ - Pᴴ * P = (2 : ℂ) • Z) : Zᴴ = Z := by
  have hz : Z = (1 / 2 : ℂ) • (P * Pᴴ - Pᴴ * P) := by
    rw [h]
    module
  rw [hz]
  simp [Matrix.conjTranspose_smul, Matrix.conjTranspose_sub, Matrix.conjTranspose_mul]

/-- In a unit state the mean square of a Hermitian observable is its squared mean plus
the squared norm of the deviation `(Z - ⟨Z⟩) ψ`. -/
theorem expect_sq_eq {Z : Matrix n n ℂ} (hZ : Zᴴ = Z) {ψ : n → ℂ} (hψ : sqNorm ψ = 1) :
    expect (Z * Z) ψ =
      expect Z ψ ^ 2 + sqNorm (Z *ᵥ ψ - (expect Z ψ : ℂ) • ψ) := by
  have h1 : expect (1 : Matrix n n ℂ) ψ = 1 := by
    have := expect_adjoint_mul (1 : Matrix n n ℂ) ψ
    rwa [Matrix.conjTranspose_one, one_mul, Matrix.one_mulVec, hψ] at this
  obtain ⟨M, hM⟩ : ∃ M, M = expect Z ψ := ⟨_, rfl⟩
  rw [← hM]
  -- expand the square of the shifted observable
  have hA : (Z - (M : ℂ) • (1 : Matrix n n ℂ))ᴴ = Z - (M : ℂ) • (1 : Matrix n n ℂ) := by
    simp [Matrix.conjTranspose_sub, Matrix.conjTranspose_smul, hZ]
  have hsq : (Z - (M : ℂ) • (1 : Matrix n n ℂ)) * (Z - (M : ℂ) • (1 : Matrix n n ℂ))
      = Z * Z - ((2 * M : ℝ) : ℂ) • Z + ((M ^ 2 : ℝ) : ℂ) • (1 : Matrix n n ℂ) := by
    simp only [sub_mul, mul_sub, Matrix.smul_mul, Matrix.mul_smul, one_mul, mul_one]
    push_cast
    module
  have hg := expect_adjoint_mul (Z - (M : ℂ) • (1 : Matrix n n ℂ)) ψ
  rw [hA, hsq, Matrix.sub_mulVec, Matrix.smul_mulVec, Matrix.one_mulVec] at hg
  have hl : expect (Z * Z - ((2 * M : ℝ) : ℂ) • Z
      + ((M ^ 2 : ℝ) : ℂ) • (1 : Matrix n n ℂ)) ψ
      = expect (Z * Z) ψ - (2 * M) * expect Z ψ + M ^ 2 * expect 1 ψ := by
    simp only [expect, Matrix.add_mulVec, Matrix.sub_mulVec, Matrix.smul_mulVec,
      dotProduct_add, dotProduct_sub, dotProduct_smul, smul_eq_mul, Complex.add_re,
      Complex.sub_re, Complex.re_ofReal_mul]
  rw [hl, h1, ← hM] at hg
  linarith

/-- `⟨S²⟩` written with the norm of `S₊ ψ` and with the norm of `S₋ ψ`; in both forms
the spread of `Sz` is added. -/
theorem expect_spinSq {P Z : Matrix n n ℂ} (h : P * Pᴴ - Pᴴ * P = (2 : ℂ) • Z)
    {ψ : n → ℂ} (hψ : sqNorm ψ = 1) :
    expect (spinSq P Z) ψ = sqNorm (P *ᵥ ψ)
        + sqNorm (Z *ᵥ ψ - (expect Z ψ : ℂ) • ψ) + expect Z ψ * (expect Z ψ + 1) ∧
    expect (spinSq P Z) ψ = sqNorm (Pᴴ *ᵥ ψ)
        + sqNorm (Z *ᵥ ψ - (expect Z ψ : ℂ) • ψ) + expect Z ψ * (expect Z ψ - 1) := by
  have hv := expect_sq_eq (sz_hermitian h) hψ
  have hup := expect_adjoint_mul P ψ
  have hdn := expect_adjoint_mul Pᴴ ψ
  rw [Matrix.conjTranspose_conjTranspose] at hdn
  have e1 : expect (spinSq P Z) ψ
      = expect (Pᴴ * P) ψ + expect (Z * Z) ψ + expect Z ψ := by
    simp only [expect, spinSq, Matrix.add_mulVec, dotProduct_add, Complex.add_re]
  -- the commutator exchanges the order of the ladder operators
  have hs : spinSq P Z = P * Pᴴ + Z * Z - Z := by
    have hc : P * Pᴴ = Pᴴ * P + (2 : ℂ) • Z := by rw [← h]; abel
    rw [hc, spinSq]
    module
  have e2 : expect (spinSq P Z) ψ
      = expect (P * Pᴴ) ψ + expect (Z * Z) ψ - expect Z ψ := by
    rw [hs]
    simp only [expect, Matrix.add_mulVec, Matrix.sub_mulVec, dotProduct_add,
      dotProduct_sub, Complex.add_re, Complex.sub_re]
  constructor
  · rw [e1, hup, hv]; ring
  · rw [e2, hdn, hv]; ring

/-- For every unit state, `⟨S²⟩ ≥ |⟨Sz⟩| (|⟨Sz⟩| + 1)`. -/
theorem spin_bound_of_mean {P Z : Matrix n n ℂ} (h : P * Pᴴ - Pᴴ * P = (2 : ℂ) • Z)
    {ψ : n → ℂ} (hψ : sqNorm ψ = 1) :
    |expect Z ψ| * (|expect Z ψ| + 1) ≤ expect (spinSq P Z) ψ := by
  obtain ⟨h1, h2⟩ := expect_spinSq h hψ
  have a := (sqNorm_definite (P *ᵥ ψ)).1
  have b := (sqNorm_definite (Pᴴ *ᵥ ψ)).1
  have c := (sqNorm_definite (Z *ᵥ ψ - (expect Z ψ : ℂ) • ψ)).1
  rcases le_total 0 (expect Z ψ) with hM | hM
  · rw [abs_of_nonneg hM]; linarith
  · rw [abs_of_nonpos hM]; nlinarith

/-- A unit state with `⟨Sz⟩ ≥ 0` attains the bound exactly when `S₊` annihilates it and
it is an eigenvector of `Sz`. -/
theorem saturation_iff {P Z : Matrix n n ℂ} (h : P * Pᴴ - Pᴴ * P = (2 : ℂ) • Z)
    {ψ : n → ℂ} (hψ : sqNorm ψ = 1) (hM : 0 ≤ expect Z ψ) :
    expect (spinSq P Z) ψ = |expect Z ψ| * (|expect Z ψ| + 1) ↔
      P *ᵥ ψ = 0 ∧ Z *ᵥ ψ = (expect Z ψ : ℂ) • ψ := by
  have h1 := (expect_spinSq h hψ).1
  obtain ⟨a, a0⟩ := sqNorm_definite (P *ᵥ ψ)
  obtain ⟨c, c0⟩ := sqNorm_definite (Z *ᵥ ψ - (expect Z ψ : ℂ) • ψ)
  rw [abs_of_nonneg hM, ← a0, ← sub_eq_zero (a := Z *ᵥ ψ), ← c0]
  constructor
  · intro e
    constructor <;> linarith
  · rintro ⟨e, f⟩
    linarith

/-- A unit state with `⟨Sz⟩ ≥ 0` that attains the bound is an eigenvector of `S²`. -/
theorem spin_pure_of_saturation {P Z : Matrix n n ℂ}
    (h : P * Pᴴ - Pᴴ * P = (2 : ℂ) • Z) {ψ : n → ℂ} (hψ : sqNorm ψ = 1)
    (hM : 0 ≤ expect Z ψ)
    (hs : expect (spinSq P Z) ψ = |expect Z ψ| * (|expect Z ψ| + 1)) :
    spinSq P Z *ᵥ ψ = ((expect Z ψ : ℂ) * ((expect Z ψ : ℂ) + 1)) • ψ := by
  obtain ⟨hp, hz⟩ := (saturation_iff h hψ hM).mp hs
  generalize expect Z ψ = M at hz ⊢
  rw [spinSq, Matrix.add_mulVec, Matrix.add_mulVec, ← Matrix.mulVec_mulVec,
    ← Matrix.mulVec_mulVec, hp, hz, Matrix.mulVec_smul, hz, Matrix.mulVec_zero]
  module

/-- If `Sz ψ = M ψ` for a unit vector `ψ`, then `⟨S²⟩ ≥ |M| (|M| + 1)`. Equality means
`S₊ ψ = 0` when `M ≥ 0`, and `S₋ ψ = 0` when `M ≤ 0`. -/
theorem spin_bound {P Z : Matrix n n ℂ} (h : P * Pᴴ - Pᴴ * P = (2 : ℂ) • Z)
    {ψ : n → ℂ} (hψ : sqNorm ψ = 1) {M : ℝ} (hZ : Z *ᵥ ψ = (M : ℂ) • ψ) :
    |M| * (|M| + 1) ≤ expect (spinSq P Z) ψ ∧
    (0 ≤ M → (expect (spinSq P Z) ψ = |M| * (|M| + 1) ↔ P *ᵥ ψ = 0)) ∧
    (M ≤ 0 → (expect (spinSq P Z) ψ = |M| * (|M| + 1) ↔ Pᴴ *ᵥ ψ = 0)) := by
  -- the mean of Sz is its eigenvalue
  have hm : expect Z ψ = M := by
    have h1 := expect_adjoint_mul (1 : Matrix n n ℂ) ψ
    rw [Matrix.conjTranspose_one, one_mul, Matrix.one_mulVec, hψ, expect,
      Matrix.one_mulVec] at h1
    rw [expect, hZ, dotProduct_smul, smul_eq_mul, Complex.re_ofReal_mul, h1, mul_one]
  have hb := spin_bound_of_mean h hψ
  obtain ⟨h1, h2⟩ := expect_spinSq h hψ
  have h0 : sqNorm (Z *ᵥ ψ - (M : ℂ) • ψ) = 0 :=
    (sqNorm_definite _).2.mpr (sub_eq_zero.mpr hZ)
  rw [hm] at hb h1 h2
  rw [h0] at h1 h2
  refine ⟨hb, fun hM => ?_, fun hM => ?_⟩
  · rw [abs_of_nonneg hM, ← (sqNorm_definite (P *ᵥ ψ)).2]
    constructor <;> intro e <;> linarith
  · rw [abs_of_nonpos hM, ← (sqNorm_definite (Pᴴ *ᵥ ψ)).2]
    constructor <;> intro e <;> nlinarith

/-- `S₊` for two spins one half in the basis up-up, up-down, down-up, down-down. -/
def pairRaise : Matrix (Fin 4) (Fin 4) ℂ :=
  !![0, 1, 1, 0; 0, 0, 0, 1; 0, 0, 0, 1; 0, 0, 0, 0]

/-- `Sz` for two spins one half in the same basis. -/
def pairZ : Matrix (Fin 4) (Fin 4) ℂ :=
  !![1, 0, 0, 0; 0, 0, 0, 0; 0, 0, 0, 0; 0, 0, 0, -1]

/-- Two spins one half obey the commutation relation. The up-up state has `M = 1` and
`⟨S²⟩ = 2`; the up-down state has `M = 0` and `⟨S²⟩ = 1`. -/
theorem spin_bound_witness :
    pairRaise * pairRaiseᴴ - pairRaiseᴴ * pairRaise = (2 : ℂ) • pairZ ∧
    (sqNorm ![1, 0, 0, 0] = 1 ∧
      pairZ *ᵥ ![1, 0, 0, 0] = ((1 : ℝ) : ℂ) • ![1, 0, 0, 0] ∧
      expect (spinSq pairRaise pairZ) ![1, 0, 0, 0] = 2) ∧
    (sqNorm ![0, 1, 0, 0] = 1 ∧
      pairZ *ᵥ ![0, 1, 0, 0] = ((0 : ℝ) : ℂ) • ![0, 1, 0, 0] ∧
      expect (spinSq pairRaise pairZ) ![0, 1, 0, 0] = 1) := by
  -- the total spin operator as an explicit matrix
  have hS : spinSq pairRaise pairZ =
      !![2, 0, 0, 0; 0, 1, 1, 0; 0, 1, 1, 0; 0, 0, 0, 2] := by
    ext i j
    simp only [spinSq, Matrix.add_apply, Matrix.mul_apply, Matrix.conjTranspose_apply,
      Fin.sum_univ_four]
    fin_cases i <;> fin_cases j <;> simp [pairRaise, pairZ] <;> norm_num
  rw [hS]
  refine ⟨?_, ⟨?_, ?_, ?_⟩, ⟨?_, ?_, ?_⟩⟩
  · ext i j
    simp only [Matrix.sub_apply, Matrix.smul_apply, Matrix.mul_apply,
      Matrix.conjTranspose_apply, Fin.sum_univ_four]
    fin_cases i <;> fin_cases j <;> simp [pairRaise, pairZ] <;> norm_num
  · simp [sqNorm, Fin.sum_univ_four]
  · ext i
    simp only [Matrix.mulVec, dotProduct, Fin.sum_univ_four, Pi.smul_apply]
    fin_cases i <;> simp [pairZ]
  · simp only [expect, Matrix.mulVec, dotProduct, Fin.sum_univ_four, Pi.star_apply]
    simp
  · simp [sqNorm, Fin.sum_univ_four]
  · ext i
    simp only [Matrix.mulVec, dotProduct, Fin.sum_univ_four, Pi.smul_apply]
    fin_cases i <;> simp [pairZ]
  · simp only [expect, Matrix.mulVec, dotProduct, Fin.sum_univ_four, Pi.star_apply]
    simp

end

end SpinExpectationBound
```

```lean
#print axioms SpinExpectationBound.spin_pure_of_saturation
#print axioms SpinExpectationBound.spin_bound
```

```
'SpinExpectationBound.spin_pure_of_saturation' depends on axioms: [propext, Classical.choice, Quot.sound]
'SpinExpectationBound.spin_bound' depends on axioms: [propext, Classical.choice, Quot.sound]
```

## How the proof follows the algebra

`sqNorm_definite` supplies the two facts about squared norms that the bounds and equality conditions rest on: they are nonnegative, and they vanish only for the zero vector. `expect_adjoint_mul` is the identity ⟨A†A⟩ = ‖Aψ‖², obtained by moving the adjoint onto the left-hand vector and comparing the sums term by term. `sz_hermitian` solves the commutator for Sz and takes the adjoint.

The variance identity is `expect_sq_eq`. It applies `expect_adjoint_mul` to Sz − m, expands the square of this matrix in `hsq`, and takes expectation values term by term in `hl`. The final `linarith` solves for ⟨Sz²⟩.

`expect_spinSq` proves both expressions for ⟨S²⟩. Its step `hs` uses the commutator to reverse the order of the ladder operators; `e1` and `e2` split the two forms into separate expectation values, and `ring` collects the terms in m.

In `spin_bound_of_mean`, the case split on the sign of the mean selects the expression to use, and the arithmetic tactics discard the nonnegative terms. `saturation_iff` translates the two vector equations into vanishing squared norms. What remains is that two nonnegative numbers with sum zero are both zero, which `linarith` handles. `spin_pure_of_saturation` substitutes the resulting equations into S²ψ.

For `spin_bound`, the step `hm` shows that the mean equals the eigenvalue M, and `h0` shows that the variance is zero. The general inequality and the two expressions then give all three parts.

`spin_bound_witness` checks a concrete system, two spins one half, entry by entry. The up-up state has M = 1 and ⟨S²⟩ = 2, which attains the bound. The up-down state has M = 0 and ⟨S²⟩ = 1, above the bound of 0. The excess is visible directly: S₊ turns up-down into up-up, a vector of norm one.

## Spin contamination in an unrestricted calculation

An unrestricted Hartree–Fock program commonly prints ⟨S²⟩ next to a reference value, which for M ≥ 0 is M(M + 1), the value for a pure state of total spin M. Its determinant is an eigenvector of Sz with M = (Nα − Nβ)/2, where Nα and Nβ count the spin-up and spin-down electrons. For Nα ≥ Nβ, the difference between the two numbers is ‖S₊ψ‖². With orthonormal occupied orbitals within each spin, it is evaluated as

‖S₊ψ‖² = Nβ − Σᵢⱼ |⟨αᵢ|βⱼ⟩|²,

where αᵢ and βⱼ are the occupied spatial orbitals of the two spins. A printed ⟨S²⟩ below M(M + 1) by more than rounding error therefore signals a fault in the calculation.

The bound also gives a necessary condition on two-particle density matrices. For a fixed number of particles, at least two, such a matrix with its spin labels retained determines both ⟨Sz⟩ and ⟨S²⟩, and if these violate the inequality, it cannot come from a normalised state vector in the chosen finite orbital basis.
